# Instability of a doped linear-band chain to small distortions below a threshold elastic constant

The theorem `doped_instability` concerns a chain of non-interacting electrons with two linear branches ±gq, which a distortion couples with strength v. The distortion costs elastic energy Kv² and gains the integral of √((gq)² + v²) − gq over wavevector distances from q0 to Q, with no further prefactor. For g > 0, 0 < q0 < Q and K < ln(Q/q0)/(2g), it states that every sufficiently small v > 0 makes the total energy change negative. The attempt bounds the gain below by v²/(2g) · ln((2gQ + v)/(2gq0 + v)), then uses continuity at v = 0 to keep this bound above Kv² for small v.

Lean 4 with Mathlib refuses this proof:

```lean
import Mathlib

open Filter Topology

namespace DopedInstability

noncomputable section

/-- Electronic energy gain when a coupling `v` repels two linear branches `± g q`,
summed over the wavevector distances `q` from `q0` to `Q`. -/
def gain (g Q q0 v : ℝ) : ℝ :=
  ∫ q in q0..Q, (√((g * q) ^ 2 + v ^ 2) - g * q)

/-- Energy of the distorted chain relative to the undistorted one: elastic cost `K v²`
minus the electronic gain. -/
def distortionEnergy (K g Q q0 v : ℝ) : ℝ :=
  K * v ^ 2 - gain g Q q0 v

/-- A level at depth `a ≥ 0` is shifted by at least `v² / (2a + v)` when `v > 0`. -/
theorem le_levelShift {a v : ℝ} (ha : 0 ≤ a) (hv : 0 < v) :
    v ^ 2 / (2 * a + v) ≤ √(a ^ 2 + v ^ 2) - a := by
  have hs : √(a ^ 2 + v ^ 2) ^ 2 = a ^ 2 + v ^ 2 := Real.sq_sqrt (by positivity)
  have h1 : a ≤ √(a ^ 2 + v ^ 2) := Real.le_sqrt_of_sq_le (by nlinarith [sq_nonneg v])
  have h2 : √(a ^ 2 + v ^ 2) ≤ a + v :=
    Real.sqrt_le_iff.2 ⟨by positivity, by nlinarith [mul_nonneg ha hv.le]⟩
  rw [div_le_iff₀ (by positivity)]
  nlinarith [mul_nonneg (sub_nonneg.2 h1) (sub_nonneg.2 h2)]

/-- Lower bound on the gain for `g, v > 0` and `0 ≤ q0 ≤ Q`, with the coupling itself
cutting off the logarithm at small wavevector. -/
theorem le_gain {g Q q0 v : ℝ} (hg : 0 < g) (hq0 : 0 ≤ q0) (hQ : q0 ≤ Q) (hv : 0 < v) :
    v ^ 2 / (2 * g) * Real.log ((2 * (g * Q) + v) / (2 * (g * q0) + v))
      ≤ gain g Q q0 v := by
  have hne : ∀ q, q0 ≤ q → 2 * (g * q) + v ≠ 0 := fun q hq => by
    have := mul_nonneg hg.le (hq0.trans hq)
    positivity
  have key : ∀ w : ℝ, w ≠ 0 → v ^ 2 / (2 * g) * (2 * (g * 1) / w) = v ^ 2 / w := by
    intro w hw
    field_simp
  -- the lower bound on the level shift has a logarithm as primitive
  have hd : ∀ q ∈ Set.uIcc q0 Q, HasDerivAt
      (fun q : ℝ => v ^ 2 / (2 * g) * Real.log (2 * (g * q) + v))
      (v ^ 2 / (2 * (g * q) + v)) q := by
    intro q hq
    rw [Set.uIcc_of_le hQ] at hq
    have h1 : HasDerivAt (fun q : ℝ => 2 * (g * q) + v) (2 * (g * 1)) q :=
      (((hasDerivAt_id' q).const_mul g).const_mul 2).add_const v
    exact ((h1.log (hne q hq.1)).const_mul (v ^ 2 / (2 * g))).congr_deriv
      (key _ (hne q hq.1))
  have hc : ContinuousOn (fun q : ℝ => v ^ 2 / (2 * (g * q) + v)) (Set.Icc q0 Q) :=
    ContinuousOn.div continuousOn_const (by fun_prop) fun q hq => hne q hq.1
  have hi := hc.intervalIntegrable_of_Icc (μ := MeasureTheory.volume) hQ
  have hf : Continuous fun q : ℝ => √((g * q) ^ 2 + v ^ 2) - g * q := by fun_prop
  rw [Real.log_div (hne Q hQ) (hne q0 le_rfl), mul_sub,
    ← intervalIntegral.integral_eq_sub_of_hasDerivAt hd hi]
  exact intervalIntegral.integral_mono_on hQ hi (hf.intervalIntegrable _ _)
    fun q hq => le_levelShift (mul_nonneg hg.le (hq0.trans hq.1)) hv

/-- In a doped chain (`g > 0`, `0 < q0 < Q`) with elastic constant below
`ln(Q/q0) / (2g)`, every sufficiently small coupling `v > 0` lowers the energy. -/
theorem doped_instability {K g Q q0 : ℝ} (hg : 0 < g) (hq0 : 0 < q0) (hQ : q0 < Q)
    (hK : K < Real.log (Q / q0) / (2 * g)) :
    ∀ᶠ v in 𝓝[>] 0, distortionEnergy K g Q q0 v < 0 := by
  have hQ0 : 0 < Q := hq0.trans hQ
  have h0 : (2 * (g * Q) + 0) / (2 * (g * q0) + 0) = Q / q0 := by
    rw [add_zero, add_zero]
    field_simp
  have hcont : ContinuousAt (fun v : ℝ =>
      Real.log ((2 * (g * Q) + v) / (2 * (g * q0) + v)) / (2 * g)) 0 :=
    ContinuousAt.div_const (ContinuousAt.log
      (ContinuousAt.div (by fun_prop) (by fun_prop) (by positivity)) (by positivity)) _
  have hev := hcont.tendsto.eventually (lt_mem_nhds (a := K) (by rw [h0]; exact hK))
  filter_upwards [nhdsWithin_le_nhds hev, self_mem_nhdsWithin] with v hv hpos
  have hv0 : 0 < v := hpos
  have hb := le_gain hg hq0.le hQ.le hv0
  have hm := mul_lt_mul_of_pos_left hv (pow_pos hv0 2)
  rw [← mul_comm_div] at hm
  unfold distortionEnergy
  linarith

end

end DopedInstability
```

Lean reports:

```
Main.lean:71:73: error: failed to prove positivity/nonnegativity/nonzeroness
```

The error is at the second `positivity` on its line, which must show that the argument of the logarithm is nonzero at v = 0. The claim is true, but its form does not suit the tactic. `ContinuousAt.div` concludes continuity of a quotient of functions, `f / g`. Because the conclusion of `ContinuousAt.div_const` depends on its last explicit argument, the divisor, Lean elaborates the inner terms before using the stated type. This would happen even if the divisor were written out instead of left as `_`. The goal is therefore a quotient of two functions, applied to 0, and `positivity` does not unfold that into a quotient of numbers.

In the repair, `hratio` states the condition as a quotient of numbers, rewrites it with `h0` to `Q / q0 ≠ 0`, and there `positivity` succeeds. `hdiv` states the continuity for the quotient written out pointwise, so `hdiv.log` asks for just what `hratio` provides. Moving the denominator's condition into `hden` is mere tidying, since Lean reported no error there.

The mended proof, as a diff:

```diff
@@ -66,8 +66,15 @@
     rw [add_zero, add_zero]
     field_simp
+  have hden : 2 * (g * q0) + 0 ≠ 0 := by
+    rw [add_zero]
+    positivity
+  have hratio : (2 * (g * Q) + 0) / (2 * (g * q0) + 0) ≠ 0 := by
+    rw [h0]
+    positivity
+  have hdiv : ContinuousAt (fun v : ℝ => (2 * (g * Q) + v) / (2 * (g * q0) + v)) 0 :=
+    ContinuousAt.div (by fun_prop) (by fun_prop) hden
   have hcont : ContinuousAt (fun v : ℝ =>
       Real.log ((2 * (g * Q) + v) / (2 * (g * q0) + v)) / (2 * g)) 0 :=
-    ContinuousAt.div_const (ContinuousAt.log
-      (ContinuousAt.div (by fun_prop) (by fun_prop) (by positivity)) (by positivity)) _
+    (hdiv.log hratio).div_const _
   have hev := hcont.tendsto.eventually (lt_mem_nhds (a := K) (by rw [h0]; exact hK))
   filter_upwards [nhdsWithin_le_nhds hev, self_mem_nhdsWithin] with v hv hpos
```
